# At fixed non-zero elastic cross section, the partial-wave cutoff grows at least linearly with wave number

## Partial waves in the forward direction

Let a particle of wave number \(k>0\) scatter elastically from a spherically symmetric target, and let only the partial waves \(l=0,\dots,L\) contribute. There are \(L+1\) of them. Each has a real phase shift \(\delta_l\); reality means that no flux is absorbed. In the forward direction every Legendre polynomial equals 1, so the scattering amplitude is

\[
F=\frac1k\sum_{l=0}^{L}(2l+1)\,e^{i\delta_l}\sin\delta_l ,
\]

and the total elastic cross section is

\[
s=\frac{4\pi}{k^2}\sum_{l=0}^{L}(2l+1)\sin^2\delta_l .
\]

With these conventions \(F\) is a length and \(s\) an area. The claims are

\[
4\pi|F|^2\le (L+1)^2 s,\qquad s\le\frac{4\pi(L+1)^2}{k^2}.
\]

The second one bounds the cutoff from below once \(s\) and \(k\) are given. For elastic electron scattering factors computed from a spinless, non-absorbing, spherical model, it gives a minimum number of partial waves.

## Derivation from the spread of the phase shifts

**The weights.** Since \(2l+1=(l+1)^2-l^2\), the sum telescopes:

\[
\sum_{l=0}^{L}(2l+1)=(L+1)^2 .
\]

**Real and imaginary parts.** Euler's formula gives \(e^{i\delta_l}\sin\delta_l=\cos\delta_l\sin\delta_l+i\sin^2\delta_l\). Define

\[
X=\sum_{l=0}^{L}(2l+1)\cos\delta_l\sin\delta_l,\qquad Y=\sum_{l=0}^{L}(2l+1)\sin^2\delta_l .
\]

Then \(kF=X+iY\), so \(k^2|F|^2=X^2+Y^2\), while \(k^2s=4\pi Y\).

**The deficit.** Measure the disagreement among the phase shifts by

\[
D=\sum_{l=0}^{L}\sum_{m=0}^{L}(2l+1)(2m+1)\sin^2(\delta_l-\delta_m).
\]

Expanding the sine of the difference and replacing \(\cos^2\) by \(1-\sin^2\) gives

\[
\sin^2(\delta_l-\delta_m)=\sin^2\delta_l+\sin^2\delta_m-2\sin^2\delta_l\sin^2\delta_m-2\sin\delta_l\cos\delta_l\sin\delta_m\cos\delta_m .
\]

Multiplying by the weights and summing over both indices yields \(D=2(L+1)^2Y-2Y^2-2X^2\). Therefore

\[
k^2\left[(L+1)^2s-4\pi|F|^2\right]=4\pi\left[(L+1)^2Y-X^2-Y^2\right]=2\pi D .
\]

The prefactor is easily got wrong by a factor of two. The double sum runs over ordered pairs, so each pair \(l\ne m\) occurs twice; if the sum is restricted to \(l<m\), the prefactor must be \(4\pi\). For \(L=1\), \(\delta_0=\pi/2\) and \(\delta_1=0\), the left side is \(4\pi(4-1)=12\pi\), and \(D=6\) gives the same value.

**The first bound.** Every term of \(D\) is non-negative, hence \(4\pi|F|^2\le(L+1)^2s\). Since the weights are positive, equality holds exactly when \(\sin(\delta_l-\delta_m)=0\) for all \(l,m\le L\), that is, when the phase shifts agree modulo \(\pi\). For \(L=0\) this is automatic.

**The second bound.** Adding the weighted \(\cos^2\) terms to \(Y\) completes the sum of the weights:

\[
s+\frac{4\pi}{k^2}\sum_{l=0}^{L}(2l+1)\cos^2\delta_l=\frac{4\pi(L+1)^2}{k^2}.
\]

So \(s\) is at most the right side, with equality exactly when every \(\cos\delta_l\) vanishes. Inserting this into the first bound gives \(|F|^2\le(L+1)^4/k^2\), and hence \(|F|\le(L+1)^2/k\).

**The cutoff.** Now let the cutoff \(L(k)\) and the phase shifts vary with \(k\) while the cross section keeps the value \(\sigma\). Solving the second bound for the cutoff gives

\[
L(k)+1\ge k\sqrt{\frac{\sigma}{4\pi}} .
\]

In a partial-wave calculation the phase shifts come from matching radial solutions to free waves, one \(l\) at a time, and the question is where to stop. Take \(\sigma=(\pi/4)\,\text{Å}^2\) and \(k=20\,\text{Å}^{-1}\), an electron energy of about 1.5 keV. The bound requires \(L\ge4\). That number suffices only if every wave scatters at full strength; if \(\sin^2\delta_l=1/4\) throughout, the same cross section needs \(L=9\).

## The amplitude, the cross section and the spread in Lean

```lean
import Mathlib

open Finset

namespace ForwardScatteringCutoff

noncomputable section
```

The phase shifts are a function `δ : ℕ → ℝ`, of which only the values up to `L` enter. The index set `range (L + 1)` is \(\{0,\dots,L\}\). No potential appears: the phase shifts are arbitrary real numbers, so the theorems apply whatever spherical, spin-independent, non-absorbing interaction produced them.

```lean
/-- Forward elastic amplitude at wave number `k ≠ 0`, built from the partial waves
`l = 0, …, L` with phase shifts `δ l`. -/
def forwardAmplitude (k : ℝ) (L : ℕ) (δ : ℕ → ℝ) : ℂ :=
  (1 / (k : ℂ)) * ∑ l ∈ range (L + 1),
    (2 * (l : ℂ) + 1) * (Complex.exp ((δ l : ℂ) * Complex.I) * (Real.sin (δ l) : ℂ))
```

The amplitude is complex, and the real quantities in it are converted to complex numbers by the casts. The cross section is real from the start.

```lean
/-- Total elastic cross section at wave number `k ≠ 0` of the partial waves `l = 0, …, L`. -/
def crossSection (k : ℝ) (L : ℕ) (δ : ℕ → ℝ) : ℝ :=
  4 * Real.pi / k ^ 2 * ∑ l ∈ range (L + 1), (2 * (l : ℝ) + 1) * Real.sin (δ l) ^ 2
```

The quantity \(D\) is called `phaseSpread`, and it sums over ordered pairs as above.

```lean
/-- Spread of the phase shifts: the sum of `sin² (δ l - δ m)` over all ordered pairs of partial
waves up to `L`, weighted by their degeneracies. -/
def phaseSpread (L : ℕ) (δ : ℕ → ℝ) : ℝ :=
  ∑ l ∈ range (L + 1), ∑ m ∈ range (L + 1),
    (2 * (l : ℝ) + 1) * (2 * (m : ℝ) + 1) * Real.sin (δ l - δ m) ^ 2
```

## The exact deficit

The sum of the weights is proved by induction on `L`, which is the telescoping argument taken one term at a time.

```lean
/-- The degeneracies `2l + 1` of the partial waves up to `L` add up to `(L + 1)²`. -/
theorem sum_degeneracy (L : ℕ) :
    ∑ l ∈ range (L + 1), (2 * (l : ℝ) + 1) = ((L : ℝ) + 1) ^ 2 := by
  induction L with
  | zero => simp
  | succ n ih =>
    rw [sum_range_succ, ih]
    push_cast
    ring
```

The next theorem is \(k^2|F|^2=X^2+Y^2\). In its proof, `hS` splits the complex sum into real and imaginary parts, with `Complex.exp_mul_I` as Euler's formula, and `hn` evaluates the squared modulus of the prefactor \(1/k\).

```lean
/-- The squared modulus of the forward amplitude, times `k²`, is the sum of the squares of
its real and imaginary partial-wave sums, for `k ≠ 0`. -/
theorem forwardAmplitude_sq {k : ℝ} (hk : k ≠ 0) (L : ℕ) (δ : ℕ → ℝ) :
    k ^ 2 * ‖forwardAmplitude k L δ‖ ^ 2 =
      (∑ l ∈ range (L + 1), (2 * (l : ℝ) + 1) * (Real.cos (δ l) * Real.sin (δ l))) ^ 2 +
      (∑ l ∈ range (L + 1), (2 * (l : ℝ) + 1) * Real.sin (δ l) ^ 2) ^ 2 := by
  -- split the sum into real and imaginary parts
  have hS : ∑ l ∈ range (L + 1), (2 * (l : ℂ) + 1) *
        (Complex.exp ((δ l : ℂ) * Complex.I) * (Real.sin (δ l) : ℂ)) =
      ((∑ l ∈ range (L + 1),
        (2 * (l : ℝ) + 1) * (Real.cos (δ l) * Real.sin (δ l)) : ℝ) : ℂ) +
      ((∑ l ∈ range (L + 1), (2 * (l : ℝ) + 1) * Real.sin (δ l) ^ 2 : ℝ) : ℂ) *
        Complex.I := by
    push_cast
    rw [Finset.sum_mul, ← Finset.sum_add_distrib]
    refine Finset.sum_congr rfl fun l _ => ?_
    rw [Complex.exp_mul_I]
    ring
  have hn : ‖(1 / (k : ℂ))‖ ^ 2 = 1 / k ^ 2 := by
    rw [norm_div, norm_one, Complex.norm_real, div_pow, one_pow, Real.norm_eq_abs, sq_abs]
  rw [forwardAmplitude, hS, norm_mul, mul_pow, hn, Complex.sq_norm,
    Complex.normSq_add_mul_I, ← mul_assoc, mul_one_div_cancel (pow_ne_zero 2 hk), one_mul]
```

The identity for the deficit needs only \(k\ne0\). The step `hs` is \(k^2s=4\pi Y\), and `hp` is the expansion of \(D\): products of sums become double sums, which are compared term by term using `Real.sin_sub` and `Real.cos_sq'`. The final `linear_combination` assembles these relations with the formula for \(k^2|F|^2\).

```lean
/-- For `k ≠ 0`, the amount by which `4π|F|²` falls short of `(L + 1)²` times the cross section is
`2π/k²` times the spread `phaseSpread L δ` of the phase shifts, where `F` is the forward amplitude.
-/
theorem forward_deficit {k : ℝ} (hk : k ≠ 0) (L : ℕ) (δ : ℕ → ℝ) :
    k ^ 2 * (((L : ℝ) + 1) ^ 2 * crossSection k L δ
      - 4 * Real.pi * ‖forwardAmplitude k L δ‖ ^ 2) = 2 * Real.pi * phaseSpread L δ := by
  have hF := forwardAmplitude_sq hk L δ
  have hs : k ^ 2 * crossSection k L δ =
      4 * Real.pi * ∑ l ∈ range (L + 1), (2 * (l : ℝ) + 1) * Real.sin (δ l) ^ 2 := by
    rw [crossSection, ← mul_assoc, mul_div_cancel₀ _ (pow_ne_zero 2 hk)]
  have hW := sum_degeneracy L
  set X := ∑ l ∈ range (L + 1), (2 * (l : ℝ) + 1) * (Real.cos (δ l) * Real.sin (δ l)) with hX
  set Y := ∑ l ∈ range (L + 1), (2 * (l : ℝ) + 1) * Real.sin (δ l) ^ 2 with hY
  -- expand sin² of the phase difference and sum over both indices
  have hp : Y * ((L : ℝ) + 1) ^ 2 + ((L : ℝ) + 1) ^ 2 * Y - 2 * (X * X) - 2 * (Y * Y)
      = phaseSpread L δ := by
    rw [← hW, hX, hY, phaseSpread, Finset.sum_mul_sum, Finset.sum_mul_sum,
      Finset.sum_mul_sum, Finset.sum_mul_sum]
    simp only [Finset.mul_sum, ← Finset.sum_add_distrib, ← Finset.sum_sub_distrib]
    refine Finset.sum_congr rfl fun l _ => Finset.sum_congr rfl fun m _ => ?_
    rw [Real.sin_sub, sub_sq, mul_pow, mul_pow, Real.cos_sq' (δ l), Real.cos_sq' (δ m)]
    ring
  linear_combination ((L : ℝ) + 1) ^ 2 * hs - 4 * Real.pi * hF + 2 * Real.pi * hp
```

## Both bounds and their equality cases

The theorem `forward_bound` states the inequality together with the condition for equality. The inequality follows from \(D\ge0\) after division by the positive \(k^2\). If equality holds, then \(D=0\), and `Finset.sum_eq_zero_iff_of_nonneg`, applied first to the outer and then to the inner sum, makes each term vanish; the positive weights are then removed. Conversely, if all the sines vanish, so does \(D\), and the identity returns the equality.

```lean
/-- For `k > 0`, `4π|F|²` is at most `(L + 1)²` times the cross section, with equality exactly
when all phase shifts up to `L` differ by multiples of `π`, that is `sin (δ l - δ m) = 0`. -/
theorem forward_bound {k : ℝ} (hk : 0 < k) (L : ℕ) (δ : ℕ → ℝ) :
    4 * Real.pi * ‖forwardAmplitude k L δ‖ ^ 2 ≤ ((L : ℝ) + 1) ^ 2 * crossSection k L δ ∧
    (4 * Real.pi * ‖forwardAmplitude k L δ‖ ^ 2 = ((L : ℝ) + 1) ^ 2 * crossSection k L δ ↔
      ∀ l ≤ L, ∀ m ≤ L, Real.sin (δ l - δ m) = 0) := by
  have hid := forward_deficit hk.ne' L δ
  have hk2 : 0 < k ^ 2 := by positivity
  have hD : 0 ≤ phaseSpread L δ :=
    Finset.sum_nonneg fun l _ => Finset.sum_nonneg fun m _ => by positivity
  refine ⟨?_, ?_, ?_⟩
  · have h0 : 0 ≤ 2 * Real.pi * phaseSpread L δ := mul_nonneg (by positivity) hD
    rw [← hid] at h0
    exact sub_nonneg.1 (nonneg_of_mul_nonneg_right h0 hk2)
  · -- equality forces every term of the spread to vanish
    intro h l hl m hm
    have h0 : 2 * Real.pi * phaseSpread L δ = 0 := by
      linear_combination -hid - k ^ 2 * h
    have h1 : phaseSpread L δ = 0 := (mul_eq_zero.1 h0).resolve_left (by positivity)
    rw [phaseSpread] at h1
    have h2 := (Finset.sum_eq_zero_iff_of_nonneg (fun l _ =>
      Finset.sum_nonneg fun m _ => by positivity)).1 h1 l (mem_range.2 (by omega))
    have h3 := (Finset.sum_eq_zero_iff_of_nonneg (fun m _ => by positivity)).1 h2 m
      (mem_range.2 (by omega))
    exact pow_eq_zero_iff two_ne_zero |>.1 ((mul_eq_zero.1 h3).resolve_left (by positivity))
  · intro h
    have h1 : phaseSpread L δ = 0 := by
      refine Finset.sum_eq_zero fun l hl => Finset.sum_eq_zero fun m hm => ?_
      have hl' := mem_range.1 hl
      have hm' := mem_range.1 hm
      rw [h l (by omega) m (by omega)]
      ring
    rw [h1, mul_zero] at hid
    have h2 := (mul_eq_zero.1 hid).resolve_left hk2.ne'
    linarith
```

The bound on the cross section has the same structure. Here `hc` is the weighted form of \(\sin^2+\cos^2=1\), and `hs` is the completed sum. What is missing from the maximum is a sum of non-negative \(\cos^2\) terms, which vanishes exactly when each cosine does.

```lean
/-- For `k > 0`, the cross section of the partial waves up to `L` is at most `4π(L + 1)²/k²`,
with equality exactly when `cos (δ l) = 0` for each of them. -/
theorem crossSection_bound {k : ℝ} (hk : 0 < k) (L : ℕ) (δ : ℕ → ℝ) :
    crossSection k L δ ≤ 4 * Real.pi * ((L : ℝ) + 1) ^ 2 / k ^ 2 ∧
    (crossSection k L δ = 4 * Real.pi * ((L : ℝ) + 1) ^ 2 / k ^ 2 ↔
      ∀ l ≤ L, Real.cos (δ l) = 0) := by
  have hc : ∑ l ∈ range (L + 1), (2 * (l : ℝ) + 1) * Real.sin (δ l) ^ 2 +
      ∑ l ∈ range (L + 1), (2 * (l : ℝ) + 1) * Real.cos (δ l) ^ 2 = ((L : ℝ) + 1) ^ 2 := by
    rw [← Finset.sum_add_distrib, ← sum_degeneracy]
    refine Finset.sum_congr rfl fun l _ => ?_
    linear_combination (2 * (l : ℝ) + 1) * Real.sin_sq_add_cos_sq (δ l)
  -- the missing cross section is a sum of cos² terms
  have hs : crossSection k L δ + 4 * Real.pi / k ^ 2 *
      ∑ l ∈ range (L + 1), (2 * (l : ℝ) + 1) * Real.cos (δ l) ^ 2 =
      4 * Real.pi * ((L : ℝ) + 1) ^ 2 / k ^ 2 := by
    rw [crossSection, ← hc]
    ring
  have hp : 0 < 4 * Real.pi / k ^ 2 := by positivity
  have hC : 0 ≤ ∑ l ∈ range (L + 1), (2 * (l : ℝ) + 1) * Real.cos (δ l) ^ 2 :=
    Finset.sum_nonneg fun l _ => by positivity
  refine ⟨by linarith [mul_nonneg hp.le hC], ?_, ?_⟩
  · intro h l hl
    have h1 := (mul_eq_zero.1 (by linarith : 4 * Real.pi / k ^ 2 *
      ∑ l ∈ range (L + 1), (2 * (l : ℝ) + 1) * Real.cos (δ l) ^ 2 = 0)).resolve_left hp.ne'
    have h2 := (Finset.sum_eq_zero_iff_of_nonneg (fun l _ => by positivity)).1 h1 l
      (mem_range.2 (by omega))
    exact pow_eq_zero_iff two_ne_zero |>.1 ((mul_eq_zero.1 h2).resolve_left (by positivity))
  · intro h
    have h1 : ∑ l ∈ range (L + 1), (2 * (l : ℝ) + 1) * Real.cos (δ l) ^ 2 = 0 := by
      refine Finset.sum_eq_zero fun l hl => ?_
      have hl' := mem_range.1 hl
      rw [h l (by omega)]
      ring
    rw [h1, mul_zero, add_zero] at hs
    exact hs
```

Combining the two inequalities bounds the modulus of the forward amplitude. The step `h4` compares the squares, and the last lines pass to the quantities themselves, which are non-negative.

```lean
/-- For `k > 0`, partial waves up to `L` give a forward amplitude of modulus at most
`(L + 1)²/k`. -/
theorem forwardAmplitude_le {k : ℝ} (hk : 0 < k) (L : ℕ) (δ : ℕ → ℝ) :
    ‖forwardAmplitude k L δ‖ ≤ ((L : ℝ) + 1) ^ 2 / k := by
  have h1 := (forward_bound hk L δ).1
  have h2 := mul_le_mul_of_nonneg_left (crossSection_bound hk L δ).1
    (sq_nonneg ((L : ℝ) + 1))
  have h3 : ((L : ℝ) + 1) ^ 2 * (4 * Real.pi * ((L : ℝ) + 1) ^ 2 / k ^ 2) =
      4 * Real.pi * (((L : ℝ) + 1) ^ 2 / k) ^ 2 := by ring
  have h4 : ‖forwardAmplitude k L δ‖ ^ 2 ≤ (((L : ℝ) + 1) ^ 2 / k) ^ 2 :=
    le_of_mul_le_mul_left (by linarith) (by positivity : 0 < 4 * Real.pi)
  have h5 : 0 ≤ ((L : ℝ) + 1) ^ 2 / k := by positivity
  by_contra h
  have h6 := not_le.1 h
  nlinarith
```

## A family of scattering problems with one cross section

In the last theorem `L : ℝ → ℕ` assigns a cutoff to each wave number, and `δ : ℝ → ℕ → ℝ` assigns a set of phase shifts. The hypothesis `hσ` says that the cross section of the retained waves equals `σ` at every \(k>0\). Physically, the target presents the same effective area to the beam at all energies. This is assumed, not derived from a potential, and the proof uses it only at the wave number for which the conclusion is drawn. For fast electrons the elastic cross section of an atom falls with energy; the bound then has to be taken with the value of \(\sigma\) at each \(k\). In the non-relativistic Born limit for a screened atom, \(\sigma\) falls as \(1/k^2\) and the bound levels off at a constant, although the number of partial waves that matter keeps growing in proportion to \(k\). There the bound is still true, but it is no guide to a sufficient cutoff.

For \(\sigma>0\) the conclusion is a lower bound proportional to \(k\); for \(\sigma=0\) it carries no information. It sets no upper limit on the cutoff and does not estimate the error made by truncating an infinite partial-wave series.

The proof inserts `σ` into the second bound, takes the square root with `Real.sqrt_le_iff`, and multiplies by \(k\).

```lean
/-- If the cross section has the same value `σ` at every wave number `k > 0`, the
partial-wave cutoff `L k` satisfies `L k + 1 ≥ k √(σ/4π)`. -/
theorem cutoff_grows_linearly (σ : ℝ) (L : ℝ → ℕ) (δ : ℝ → ℕ → ℝ)
    (hσ : ∀ k > 0, crossSection k (L k) (δ k) = σ) {k : ℝ} (hk : 0 < k) :
    k * Real.sqrt (σ / (4 * Real.pi)) ≤ (L k : ℝ) + 1 := by
  have hb := (crossSection_bound hk (L k) (δ k)).1
  rw [hσ k hk] at hb
  have h1 : Real.sqrt (σ / (4 * Real.pi)) ≤ ((L k : ℝ) + 1) / k := by
    refine Real.sqrt_le_iff.2 ⟨by positivity, ?_⟩
    rw [div_le_iff₀ (by positivity)]
    calc σ ≤ 4 * Real.pi * ((L k : ℝ) + 1) ^ 2 / k ^ 2 := hb
      _ = (((L k : ℝ) + 1) / k) ^ 2 * (4 * Real.pi) := by ring
  rw [le_div_iff₀ hk] at h1
  linarith

end

end ForwardScatteringCutoff
```

```lean
#print axioms ForwardScatteringCutoff.forwardAmplitude_le
#print axioms ForwardScatteringCutoff.cutoff_grows_linearly
```

```
'ForwardScatteringCutoff.forwardAmplitude_le' depends on axioms: [propext, Classical.choice, Quot.sound]
'ForwardScatteringCutoff.cutoff_grows_linearly' depends on axioms: [propext, Classical.choice, Quot.sound]
```
